# The zero-field powder muon signal of one dipolar muon–fluorine bond

Place a muon beside a fluorine nucleus, with the muon spin pointing up along the bond and the fluorine spin equally likely to be up or down. If both are up, the dipolar coupling leaves the state alone and the muon stays polarised. If the fluorine is down, the pair is in \(|{+}{-}\rangle=(|T_0\rangle+|S\rangle)/\sqrt2\), an equal superposition of the antiparallel triplet state and the singlet. These have energies \(w\) and \(0\), in units with \(\hbar=1\), so the two spins exchange their orientation back and forth, passing through entangled states, and the muon polarisation is \(\cos wt\). The average over the two cases is \((1+\cos wt)/2\).

In a powder the muon spin makes every angle with the bond, and two further frequencies appear. For an isolated pair with an initially unpolarised fluorine, coupled by \(H=w(\mathbf S\cdot\mathbf I-3S_zI_z)\) with \(z\) along the bond, the signal is

\[
P(t)=\tfrac16\left(1+\cos wt+2\cos\tfrac{wt}{2}+2\cos\tfrac{3wt}{2}\right).
\]

The formula rests on five assumptions, most of them built into definitions.

## Both spins are 1/2

The muon and \(^{19}\mathrm F\) both have spin 1/2, so the pair has four states. `Op` is the type of \(4\times4\) complex matrices on them, with the muon as first factor. The indices `0, 1, 2` stand for \(x,y,z\). `muon a` is \(S_a\), `fluorine a` is \(I_a\), and `muonAlong n` is \(\mathbf n\cdot\mathbf S\) for a real vector \(\mathbf n\), which need not have unit length.

```lean
import Mathlib

open Matrix
open scoped Kronecker

namespace MuonFluorine

noncomputable section

/-- The operators on the joint spin space of muon (first factor) and fluorine (second factor). -/
abbrev Op := Matrix (Fin 2 × Fin 2) (Fin 2 × Fin 2) ℂ

/-- The spin-1/2 matrices `s_x, s_y, s_z`, in units of `ħ`. -/
def spin : Fin 3 → Matrix (Fin 2) (Fin 2) ℂ :=
  ![!![0, 1/2; 1/2, 0], !![0, -Complex.I/2; Complex.I/2, 0], !![1/2, 0; 0, -1/2]]

/-- The muon spin component `S_a`. -/
def muon (a : Fin 3) : Op := spin a ⊗ₖ (1 : Matrix (Fin 2) (Fin 2) ℂ)

/-- The fluorine spin component `I_a`. -/
def fluorine (a : Fin 3) : Op := (1 : Matrix (Fin 2) (Fin 2) ℂ) ⊗ₖ spin a

/-- The muon spin `n · S` along a real vector `n`. -/
def muonAlong (n : Fin 3 → ℝ) : Op := ∑ a, (n a : ℂ) • muon a
```

By hand, this assumption supplies the list of states: two parallel ones, \(|T_0\rangle\) and \(|S\rangle\). In the proofs it appears as `fin_cases`, which splits matrix identities into their entries over the four basis states. The formula does not hold for every nuclear spin: a spinless neighbour has no dipolar coupling, and the muon polarisation then stays at 1.

## The coupling and the time are real

The constant \(w\) is the dipolar coupling as an angular frequency. Its magnitude is \(\mu_0\hbar\gamma_\mu\gamma_F/(4\pi r^3)\), with the two gyromagnetic ratios and the bond length \(r\). The theorems take \(w\) as any real number; its sign does not affect the signal.

```lean
/-- The dipolar Hamiltonian `w (S · I - 3 S_z I_z)` of a bond along `z`. -/
def hamiltonian (w : ℝ) : Op :=
  (w : ℂ) • (∑ a, muon a * fluorine a - (3 : ℂ) • (muon 2 * fluorine 2))

/-- The propagator `exp(iHt)`. -/
def propagator (w t : ℝ) : Op := NormedSpace.exp ((Complex.I * t) • hamiltonian w)
```

The propagator is the matrix exponential itself, not a closed form put in by definition. Its sign is that of the Heisenberg picture, in which an operator \(A\) becomes \(e^{iHt}Ae^{-iHt}\); state vectors evolve with \(e^{-iHt}\). Real \(w\) and \(t\) make it unitary, and by hand they let opposite phases pair into real cosines. In the proof the same pairing appears as half-sums of powers of a phase factor `e` and its inverse `f`. For non-real \(w\) and real \(t\neq0\) the evolution would not be unitary, and the trace would lose its meaning as a polarisation.

## The fluorine starts unpolarised

Let the muon be fully polarised along a unit vector \(\mathbf n\) and the fluorine spin random. The initial density matrix is \(\rho=\tfrac14(1+2\,\mathbf n\cdot\mathbf S)\). The polarisation measured along the same direction is the expectation value of \(2\,\mathbf n\cdot\mathbf S\). Since \(\mathbf n\cdot\mathbf S\) is traceless,

\[
\mathrm{Tr}\left(\rho\,e^{iHt}\,2\,\mathbf n\cdot\mathbf S\,e^{-iHt}\right)=\mathrm{Tr}\left(\mathbf n\cdot\mathbf S\;e^{iHt}\;\mathbf n\cdot\mathbf S\;e^{-iHt}\right).
\]

The right-hand side is `correlation w t (muonAlong n)`. It equals 1 at \(t=0\), so no further normalisation is needed.

```lean
/-- The spin correlation `Tr(A exp(iHt) A exp(-iHt))`. -/
def correlation (w t : ℝ) (A : Op) : ℂ :=
  trace (A * propagator w t * A * propagator w (-t))
```

The assumption enters the proofs only through this definition, as a trace over all four states. If the fluorine started fully polarised opposite to a muon spin along the bond, the signal would be \(\cos wt\), as in the opening example, and not \((1+\cos wt)/2\).

## The dipolar coupling acts alone

There is no applied field, no contact coupling and no third spin. Then

\[
H=w(S_xI_x+S_yI_y-2S_zI_z).
\]

On the parallel states the first two terms contribute nothing to the energy and the last gives \(-w/2\). On \(|T_0\rangle\) the transverse terms give \(w/2\) and the last gives \(w/2\), so the energy is \(w\). On \(|S\rangle\) the transverse terms change sign and the energy is \(0\).

For energies \(E_j\), the trace is

\[
\sum_{j,k}|\langle j|\mathbf n\cdot\mathbf S|k\rangle|^2\cos\big((E_j-E_k)t\big).
\]

The component \(S_z\) has diagonal elements \(\pm\tfrac12\) on the parallel states, which contribute \(n_z^2/2\). It also links \(|T_0\rangle\) to \(|S\rangle\) with element \(\tfrac12\), which contributes \(\tfrac12n_z^2\cos wt\). The transverse components link each parallel state to \(|T_0\rangle\) and to \(|S\rangle\), each time with squared modulus \((n_x^2+n_y^2)/8\). Two parallel states and two orderings make four such terms for each partner, with energy differences of magnitude \(3w/2\) and \(w/2\). Together,

\[
P_{\mathbf n}(t)=n_z^2\,\frac{1+\cos wt}{2}+(n_x^2+n_y^2)\,\frac{\cos\frac{wt}{2}+\cos\frac{3wt}{2}}{2}.
\]

The Lean proof keeps the product basis and encodes the three energies in `levels a b c`, the operator with value `a` on the parallel states, `b` on \(|T_0\rangle\) and `c` on \(|S\rangle\). In the antiparallel block its diagonal entries are \((b+c)/2\) and its off-diagonal entries \((b-c)/2\).

```lean
/-- The operator with value `a` on the two parallel spin states, `b` on the antiparallel
triplet state and `c` on the singlet. -/
def levels (a b c : ℂ) : Op := Matrix.of fun p q =>
  if p.1 = p.2 then (if p = q then a else 0)
  else if q.1 = q.2 then 0 else if p = q then (b + c) / 2 else (b - c) / 2
```

Such an operator is a weighted sum of the level projectors, and two such operators multiply level by level.

```lean
/-- An operator given by its values on the levels is the sum of these values times the
level projectors. -/
theorem levels_split (a b c : ℂ) :
    levels a b c = a • levels 1 0 0 + b • levels 0 1 0 + c • levels 0 0 1 := by
  ext p q
  simp only [levels, Matrix.of_apply, Matrix.add_apply, Matrix.smul_apply, smul_eq_mul]
  split_ifs <;> ring

/-- Operators given by their values on the levels multiply level by level. -/
theorem levels_mul (a b c a' b' c' : ℂ) :
    levels a b c * levels a' b' c' = levels (a * a') (b * b') (c * c') := by
  ext ⟨i, j⟩ ⟨k, l⟩
  fin_cases i <;> fin_cases j <;> fin_cases k <;> fin_cases l <;>
    simp [levels, Matrix.mul_apply, Fintype.sum_prod_type, Fin.sum_univ_two] <;> ring
```

Its powers are therefore taken level by level, by induction. The exponential series then splits into three scalar series, each multiplying a fixed projector.

```lean
/-- The exponential of an operator given by its values on the levels is taken level by level. -/
theorem exp_levels (a b c : ℂ) : NormedSpace.exp (levels a b c) =
    levels (Complex.exp a) (Complex.exp b) (Complex.exp c) := by
  have hpow (n : ℕ) : levels a b c ^ n = levels (a ^ n) (b ^ n) (c ^ n) := by
    induction n with
    | zero =>
      ext ⟨i, j⟩ ⟨k, l⟩
      fin_cases i <;> fin_cases j <;> fin_cases k <;> fin_cases l <;>
        simp [levels]
    | succ n ih => rw [pow_succ, ih, levels_mul, pow_succ, pow_succ, pow_succ]
  have hs (z : ℂ) : HasSum (fun n : ℕ => (n.factorial : ℂ)⁻¹ * z ^ n) (Complex.exp z) := by
    have h := NormedSpace.expSeries_div_hasSum_exp z
    rw [← Complex.exp_eq_exp_ℂ] at h
    simpa [div_eq_inv_mul] using h
  -- sum the exponential series separately on each level
  have h := (((hs a).smul_const (levels 1 0 0)).add
    ((hs b).smul_const (levels 0 1 0))).add ((hs c).smul_const (levels 0 0 1))
  rw [NormedSpace.exp_eq_tsum ℂ, levels_split (Complex.exp a)]
  refine Eq.trans (tsum_congr fun n => ?_) h.tsum_eq
  rw [hpow, levels_split (a ^ n)]
  simp only [smul_add, smul_smul]
```

The Hamiltonian has this form with the energies found above, which puts the phases \(e^{-iwt/2}\), \(e^{iwt}\) and \(1\) into the propagator.

```lean
/-- The dipolar Hamiltonian has energy `-w/2` on the parallel states, `w` on the antiparallel
triplet state and `0` on the singlet. -/
theorem hamiltonian_levels (w : ℝ) : hamiltonian w = levels (-(w / 2)) w 0 := by
  simp only [hamiltonian, muon, fluorine, ← Matrix.mul_kronecker_mul, Matrix.mul_one,
    Matrix.one_mul, Fin.sum_univ_three]
  ext ⟨i, j⟩ ⟨k, l⟩
  fin_cases i <;> fin_cases j <;> fin_cases k <;> fin_cases l <;>
    simp [levels, spin] <;> ring_nf <;> simp [Complex.I_sq] <;> ring

/-- The propagator `exp(iHt)` multiplies each level by its phase factor. -/
theorem propagator_levels (w t : ℝ) : propagator w t =
    levels (Complex.exp (-(Complex.I * (w * t / 2)))) (Complex.exp (Complex.I * (w * t))) 1 := by
  have h : (Complex.I * t) • hamiltonian w =
      levels (-(Complex.I * (w * t / 2))) (Complex.I * (w * t)) 0 := by
    rw [hamiltonian_levels, levels_split (-(w / 2 : ℂ)),
      levels_split (-(Complex.I * (w * t / 2)))]
    module
  rw [propagator, h, exp_levels, Complex.exp_zero]
```

The lemma `trace_levels` plays the part of the sum over matrix elements: each product such as `a * b'` pairs the phase of one level with the inverse phase of another.

```lean
/-- The trace of `(n · S) U (n · S) V` for operators `U`, `V` given by their values on the
levels. -/
theorem trace_levels (n : Fin 3 → ℝ) (a b c a' b' c' : ℂ) :
    trace (muonAlong n * levels a b c * muonAlong n * levels a' b' c') =
      (n 2 : ℂ) ^ 2 * (a * a' / 2 + (b * c' + c * b') / 4) +
      ((n 0 : ℂ) ^ 2 + (n 1 : ℂ) ^ 2) * (a * b' + b * a' + a * c' + c * a') / 4 := by
  simp [muonAlong, muon, spin, levels, Matrix.trace, Matrix.mul_apply,
    Fintype.sum_prod_type, Fin.sum_univ_two, Fin.sum_univ_three, Matrix.one_apply]
  ring_nf
  simp only [Complex.I_sq]
  ring
```

In `single_crystal`, `e` is \(e^{iwt/2}\) and `f` is its inverse. The propagator becomes `levels f (e ^ 2) 1`, the one for \(-t\) becomes `levels e (f ^ 2) 1`, and the cosines are half-sums of powers of `e` and `f`. The last line uses `e * f = 1` for the constant term. The theorem holds for every real vector `n`; for a unit vector it is the normalised signal of a crystal with a single bond direction.

```lean
/-- The single-crystal signal: the correlation of the muon spin along any real vector `n`,
with the bond along `z`. -/
theorem single_crystal (w t : ℝ) (n : Fin 3 → ℝ) :
    correlation w t (muonAlong n) =
      ((n 2 ^ 2 * ((1 + Real.cos (w * t)) / 2) + (n 0 ^ 2 + n 1 ^ 2) *
        ((Real.cos (w * t / 2) + Real.cos (3 * w * t / 2)) / 2) : ℝ) : ℂ) := by
  -- every phase factor is a power of `e` or of its inverse `f`
  obtain ⟨e, he⟩ : ∃ e, e = Complex.exp (Complex.I * (w * t / 2)) := ⟨_, rfl⟩
  obtain ⟨f, hf⟩ : ∃ f, f = Complex.exp (-(Complex.I * (w * t / 2))) := ⟨_, rfl⟩
  have hef : e * f = 1 := by rw [he, hf, ← Complex.exp_add, add_neg_cancel, Complex.exp_zero]
  have e2 : Complex.exp (Complex.I * (w * t)) = e ^ 2 := by
    rw [he, ← Complex.exp_nat_mul]; congr 1; push_cast; ring
  have f2 : Complex.exp (-(Complex.I * (w * t))) = f ^ 2 := by
    rw [hf, ← Complex.exp_nat_mul]; congr 1; push_cast; ring
  have c1 : Complex.cos (w * t / 2) = (e + f) / 2 := by
    rw [Complex.cos, he, hf, neg_mul, mul_comm _ Complex.I]
  have c2 : Complex.cos (w * t) = (e ^ 2 + f ^ 2) / 2 := by
    rw [Complex.cos, ← e2, ← f2, neg_mul, mul_comm _ Complex.I]
  have c3 : Complex.cos (3 * w * t / 2) = (e ^ 3 + f ^ 3) / 2 := by
    rw [Complex.cos, he, hf, ← Complex.exp_nat_mul, ← Complex.exp_nat_mul]
    congr 3 <;> push_cast <;> ring
  have hp : propagator w t = levels f (e ^ 2) 1 := by rw [propagator_levels, e2, hf]
  have hm : propagator w (-t) = levels e (f ^ 2) 1 := by
    rw [propagator_levels, ← f2, he]
    congr 2 <;> push_cast <;> ring
  rw [correlation, hp, hm, trace_levels]
  push_cast
  rw [c1, c2, c3]
  linear_combination ((n 2 : ℂ) ^ 2 / 2) * hef
```

Another coupling gives another signal. With the isotropic \(w\,\mathbf S\cdot\mathbf I\) the three triplet states are degenerate, and the signal is \((1+\cos wt)/2\) in every direction.

## All directions count equally

In a powder the muon polarisation is fixed and the bonds point at random. Only the relative direction matters, so the bond may stay along \(z\) while \(\mathbf n\) runs over the sphere. Averaging \(P_{\mathbf n}\) over the three axes counts the axial part once and the transverse part twice:

\[
\frac13\left[\frac{1+\cos wt}{2}+2\cdot\frac{\cos\frac{wt}{2}+\cos\frac{3wt}{2}}{2}\right]=P(t).
\]

The theorem `cartesian_average` says this for all real `w` and `t`. Its proof writes each `muon a` as `muonAlong` of a coordinate vector and applies `single_crystal` three times. The equation is between complex numbers with a real right-hand side, so it also says that the average has no imaginary part.

```lean
/-- The muon signal of a single muon-fluorine bond, averaged over the three Cartesian axes. -/
theorem cartesian_average (w t : ℝ) :
    (∑ a, correlation w t (muon a)) / 3 =
      (((1 + Real.cos (w * t) + 2 * Real.cos (w * t / 2)
        + 2 * Real.cos (3 * w * t / 2)) / 6 : ℝ) : ℂ) := by
  have h0 : muon 0 = muonAlong ![1, 0, 0] := by simp [muonAlong, Fin.sum_univ_three]
  have h1 : muon 1 = muonAlong ![0, 1, 0] := by simp [muonAlong, Fin.sum_univ_three]
  have h2 : muon 2 = muonAlong ![0, 0, 1] := by simp [muonAlong, Fin.sum_univ_three]
  rw [Fin.sum_univ_three, h0, h1, h2, single_crystal, single_crystal, single_crystal]
  simp
  ring
```

For the sphere, write \(\mathbf n=(\sin\theta\cos\varphi,\sin\theta\sin\varphi,\cos\theta)\). Let \(A\) and \(B\) be the factors multiplying \(n_z^2\) and \(n_x^2+n_y^2\) in \(P_{\mathbf n}\). The azimuth drops out, and

\[
\int_0^\pi\sin\theta\,(A\cos^2\theta+B\sin^2\theta)\,d\theta=\tfrac23A+\tfrac43B.
\]

The integral over \(\varphi\) gives \(2\pi\), and division by \(4\pi\) leaves \(\tfrac13A+\tfrac23B\), the same as the average over the axes.

```lean
/-- The unit vector with polar angle `θ` and azimuth `φ`. -/
def direction (θ φ : ℝ) : Fin 3 → ℝ :=
  ![Real.sin θ * Real.cos φ, Real.sin θ * Real.sin φ, Real.cos θ]
```

The polar integral is found from the antiderivative \(\tfrac{B-A}{3}\cos^3\theta-B\cos\theta\).

```lean
/-- The integral over the polar angle, with weight `sin θ`, of a signal with axial part `A` and
transverse part `B`. -/
theorem polar_integral (A B : ℝ) :
    ∫ θ in (0 : ℝ)..Real.pi, Real.sin θ * (Real.cos θ ^ 2 * A + Real.sin θ ^ 2 * B) =
      2 / 3 * A + 4 / 3 * B := by
  have hd (θ : ℝ) : HasDerivAt (fun x => (B - A) / 3 * Real.cos x ^ 3 - B * Real.cos x)
      (Real.sin θ * (Real.cos θ ^ 2 * A + Real.sin θ ^ 2 * B)) θ := by
    refine ((((Real.hasDerivAt_cos θ).fun_pow 3).const_mul ((B - A) / 3)).fun_sub
      ((Real.hasDerivAt_cos θ).const_mul B)).congr_deriv ?_
    rw [Real.sin_sq]
    push_cast
    ring
  rw [intervalIntegral.integral_eq_sub_of_hasDerivAt (fun θ _ => hd θ)
    (Continuous.intervalIntegrable (by fun_prop) _ _)]
  simp only [Real.cos_pi, Real.cos_zero]
  ring
```

The theorem `powder_average` first reduces the integrand to this form with \(\sin^2\varphi+\cos^2\varphi=1\), then carries out both integrals.

```lean
/-- The powder signal: the correlation of the muon spin, averaged over all directions of the
sphere relative to the bond. -/
theorem powder_average (w t : ℝ) :
    (1 / (4 * Real.pi) : ℂ) * ∫ φ in (0 : ℝ)..(2 * Real.pi), ∫ θ in (0 : ℝ)..Real.pi,
      (Real.sin θ : ℂ) * correlation w t (muonAlong (direction θ φ)) =
      (((1 + Real.cos (w * t) + 2 * Real.cos (w * t / 2)
        + 2 * Real.cos (3 * w * t / 2)) / 6 : ℝ) : ℂ) := by
  -- the signal does not depend on the azimuth
  have h (θ φ : ℝ) : (Real.sin θ : ℂ) * correlation w t (muonAlong (direction θ φ)) =
      ((Real.sin θ * (Real.cos θ ^ 2 * ((1 + Real.cos (w * t)) / 2) + Real.sin θ ^ 2 *
        ((Real.cos (w * t / 2) + Real.cos (3 * w * t / 2)) / 2)) : ℝ) : ℂ) := by
    have hn : direction θ φ 0 ^ 2 + direction θ φ 1 ^ 2 = Real.sin θ ^ 2 := by
      simp only [direction, Matrix.cons_val_zero, Matrix.cons_val_one]
      linear_combination Real.sin θ ^ 2 * Real.sin_sq_add_cos_sq φ
    have hz : direction θ φ 2 = Real.cos θ := rfl
    rw [single_crystal, hn, hz, ← Complex.ofReal_mul]
  have hpi : (Real.pi : ℂ) ≠ 0 := Complex.ofReal_ne_zero.mpr Real.pi_ne_zero
  simp_rw [h, intervalIntegral.integral_ofReal, polar_integral]
  rw [intervalIntegral.integral_const, smul_eq_mul]
  push_cast
  field_simp
  ring

end

end MuonFluorine
```

```lean
#print axioms MuonFluorine.cartesian_average
-- 'MuonFluorine.cartesian_average' depends on axioms: [propext, Classical.choice, Quot.sound]
#print axioms MuonFluorine.powder_average
-- 'MuonFluorine.powder_average' depends on axioms: [propext, Classical.choice, Quot.sound]
```

The derivation needs less than a uniform distribution: for unit vectors it uses only that \(n_z^2\) averages to \(1/3\). In a sample with every bond along the muon polarisation that mean is 1, and the signal is \((1+\cos wt)/2\).

## From the isolated pair to a sample

The step left to physical judgement is that the muon in the sample really interacts with one static fluorine and nothing else. Where that is a fair description, the frequencies \(w/2\), \(w\) and \(3w/2\) in a zero-field spectrum give \(w\), and through it the bond length. A zero-field, powder-averaged simulation of a muon spin coupled to a larger cluster of initially unpolarised nuclei should return \(P(t)\) when the cluster is reduced to a single fluorine with purely dipolar coupling.
